# An s-projector on a sphere shifts a plane wave's $k^2$ energy coefficient by $-vr^2/3$

## Plane waves, sphere averages and the local energy

Atomic units are used throughout. An electron sits at distance $r$ from a nucleus, $k$ is its wave number, and $u\in[-1,1]$ is the cosine of the angle between its position and the wave vector. The real number $v$ is the strength of the nonlocal s-channel potential at that distance.

```lean
import Mathlib

open Filter Topology

namespace NonlocalCoreMomentum

noncomputable section

/-- Average over a sphere of a function of `u`, the cosine of the polar angle,
which is uniformly distributed on `[-1, 1]`. -/
def sphereMean (f : ℝ → ℂ) : ℂ := (1 / 2) * ∫ u in (-1 : ℝ)..1, f u
```

A `def` gives a name, its arguments with their types, the type of the result and, after `:=`, the formula. This one says
$$\langle f\rangle=\frac12\int_{-1}^{1}f(u)\,du .$$
For a function of $u$ alone this is the average over solid angle: the azimuthal integral gives $2\pi$, and $2\pi/4\pi=1/2$.

```lean
/-- The plane wave `exp(i k r u)` of wave number `k` on the sphere of radius `r`. -/
def planeWave (k r u : ℝ) : ℂ := Complex.exp (((k * r : ℝ) : ℂ) * Complex.I * (u : ℂ))
```

This is $\psi_k(u)=e^{ikru}$. The notation `((k * r : ℝ) : ℂ)` takes the real product $kr$ and regards it as a complex number.

```lean
/-- Local energy `v (P ψ) / ψ(u)` of the s-projector `P`, which replaces `ψ` by its
sphere average; it is meant for points where `ψ(u)` is nonzero. -/
def localEnergy (v : ℝ) (ψ : ℝ → ℂ) (u : ℝ) : ℂ := (v : ℂ) * sphereMean ψ / ψ u
```

The s-projector $P$ replaces $\psi$ by its sphere average, so the local energy is $v\langle\psi\rangle/\psi(u)$. This is the quantity that variational Monte Carlo samples for a nonlocal effective core potential, here reduced to one s-channel on one sphere. A plane wave has modulus one, so the division is harmless.

```lean
/-- Real part of the sphere-averaged s-projector local energy of a plane wave. -/
def nonlocalEnergy (v r k : ℝ) : ℝ := (sphereMean (localEnergy v (planeWave k r))).re
```

Call this $E(k)$. Taking the real part makes it a real number; for $kr\neq0$ the theorem `mean_localEnergy` below shows that there is no imaginary part to lose.

```lean
/-- Kinetic energy `k²/2` (atomic units) plus the mean nonlocal energy on the sphere. -/
def bandEnergy (v r k : ℝ) : ℝ := k ^ 2 / 2 + nonlocalEnergy v r k
```

The model band energy is $k^2/2+E(k)$. It has one plane wave, one radius and one projector. There is no radial integration over the core, no crystal potential and no mixing of plane waves, so it is a mean energy of a fixed wave and not an eigenvalue.

## The mean energy at fixed momentum

```lean
/-- The s-wave component of a plane wave on the sphere is `sin(kr)/(kr)` when `kr ≠ 0`. -/
theorem sphereMean_planeWave {k r : ℝ} (h : k * r ≠ 0) :
    sphereMean (planeWave k r) = ((Real.sin (k * r) / (k * r) : ℝ) : ℂ) := by
  simp only [sphereMean, planeWave]
  generalize k * r = x at *
  have hx : (x : ℂ) ≠ 0 := by exact_mod_cast h
  have hc : (x : ℂ) * Complex.I ≠ 0 := mul_ne_zero hx Complex.I_ne_zero
  rw [integral_exp_mul_complex hc]
  have h1 : Complex.exp ((x : ℂ) * Complex.I * ((1 : ℝ) : ℂ))
      = Complex.cos x + Complex.sin x * Complex.I := by
    rw [Complex.ofReal_one, mul_one, Complex.exp_mul_I]
  have h2 : Complex.exp ((x : ℂ) * Complex.I * ((-1 : ℝ) : ℂ))
      = Complex.cos x - Complex.sin x * Complex.I := by
    rw [show (x : ℂ) * Complex.I * ((-1 : ℝ) : ℂ) = (-(x : ℂ)) * Complex.I by
      push_cast; ring, Complex.exp_mul_I, Complex.cos_neg, Complex.sin_neg]
    ring
  have h3 : (Complex.cos x + Complex.sin x * Complex.I
      - (Complex.cos x - Complex.sin x * Complex.I)) / ((x : ℂ) * Complex.I)
      = Complex.sin x / x * 2 := by
    rw [div_eq_iff hc]
    have hs : Complex.sin x / x * x = Complex.sin x := div_mul_cancel₀ _ hx
    linear_combination (-2 * Complex.I) * hs
  rw [h1, h2, h3]
  push_cast
  ring
```

In a `theorem`, the text before `:=` is the statement and the text after it is the proof. The hypothesis `h` says $kr\neq0$. With $x=kr$,
$$\langle\psi_k\rangle=\frac12\int_{-1}^{1}e^{ixu}\,du=\frac{e^{ix}-e^{-ix}}{2ix}=\frac{\sin x}{x}.$$
In the proof, `generalize` introduces the name $x$, and `integral_exp_mul_complex` evaluates the integral. Then `h1` and `h2` are Euler's formula at the two endpoints, and `h3` simplifies their difference divided by $ix$.

```lean
/-- The sphere-averaged local energy of a plane wave is the real number
`v (sin(kr)/(kr))²` when `kr ≠ 0`. -/
theorem mean_localEnergy (v : ℝ) {k r : ℝ} (h : k * r ≠ 0) :
    sphereMean (localEnergy v (planeWave k r))
      = ((v * (Real.sin (k * r) / (k * r)) ^ 2 : ℝ) : ℂ) := by
  -- dividing by a plane wave multiplies by the wave of opposite momentum
  have hloc : localEnergy v (planeWave k r)
      = fun u => ((v : ℂ) * sphereMean (planeWave k r)) * planeWave (-k) r u := by
    funext u
    have hinv : (planeWave k r u)⁻¹ = planeWave (-k) r u := by
      simp only [planeWave]
      rw [← Complex.exp_neg]
      congr 1
      push_cast
      ring
    rw [localEnergy, div_eq_mul_inv, hinv]
  have hmul : ∀ (c : ℂ) (f : ℝ → ℂ),
      sphereMean (fun u => c * f u) = c * sphereMean f := by
    intro c f
    simp only [sphereMean, intervalIntegral.integral_const_mul]
    ring
  have h' : -k * r ≠ 0 := by
    rw [neg_mul]
    exact neg_ne_zero.mpr h
  have hs : Real.sin (-k * r) / (-k * r) = Real.sin (k * r) / (k * r) := by
    rw [neg_mul, Real.sin_neg, neg_div_neg_eq]
  rw [hloc, hmul, sphereMean_planeWave h, sphereMean_planeWave h', hs]
  push_cast
  ring
```

Since $1/e^{ixu}=e^{-ixu}$, the local energy is
$$\frac{v\langle\psi_k\rangle}{\psi_k(u)}=v\,\frac{\sin x}{x}\,e^{-ixu}.$$
In general it is complex and varies over the sphere. Its average brings in a second factor $\langle\psi_{-k}\rangle$, which also equals $\sin x/x$ because that function is even:
$$E(k)=v\left(\frac{\sin kr}{kr}\right)^2 .$$
The steps `hloc`, `hmul` and `hs` are the opposite-momentum wave, the constant taken out of the average, and the evenness. The theorem equates the complex average itself with this real number.

```lean
/-- At zero momentum the mean nonlocal energy is the full strength `v`. -/
theorem nonlocalEnergy_zero (v r : ℝ) : nonlocalEnergy v r 0 = v := by
  have hc : ∀ c : ℂ, sphereMean (fun _ => c) = c := by
    intro c
    simp only [sphereMean, intervalIntegral.integral_const, Complex.real_smul]
    push_cast
    ring
  have hp : planeWave 0 r = fun _ => 1 := by
    funext u
    simp [planeWave]
  have hl : localEnergy v (fun _ => 1) = fun _ => (v : ℂ) := by
    funext u
    simp [localEnergy, hc]
  rw [nonlocalEnergy, hp, hl, hc, Complex.ofReal_re]
```

At $k=0$ the wave is the constant 1, its average is 1, and the local energy is $v$ everywhere. Hence $E(0)=v$, directly from the integral.

## Polynomial bounds on the s-wave weight

```lean
/-- A differentiable function on the real line that vanishes at zero and has nonnegative slope on
the nonnegative half-line is nonnegative there. -/
theorem nonneg_of_slope {f f' : ℝ → ℝ} (h : ∀ y, HasDerivAt f (f' y) y) (h0 : f 0 = 0)
    (hp : ∀ y, 0 ≤ y → 0 ≤ f' y) {x : ℝ} (hx : 0 ≤ x) : 0 ≤ f x := by
  have hm : MonotoneOn f (Set.Ici 0) := by
    refine monotoneOn_of_deriv_nonneg (convex_Ici 0)
      (fun y _ => (h y).continuousAt.continuousWithinAt)
      (fun y _ => (h y).differentiableAt.differentiableWithinAt) (fun y hy => ?_)
    rw [interior_Ici] at hy
    rw [(h y).deriv]
    exact hp y (Set.mem_Ioi.mp hy).le
  have := hm (Set.mem_Ici.mpr le_rfl) (Set.mem_Ici.mpr hx) hx
  linarith
```

Here `HasDerivAt f (f' y) y` says that $f$ has derivative $f'(y)$ at $y$. If $f(0)=0$ and $f'\ge0$ on $[0,\infty)$, then $f$ is nondecreasing there, so $f(x)\ge f(0)=0$.

```lean
/-- For `x > 0` the s-wave weight `(sin x / x)²` lies between `1 - x²/3` and
`1 - x²/3 + 2x⁴/45`. -/
theorem sWave_weight_bounds {x : ℝ} (hx : 0 < x) :
    1 - x ^ 2 / 3 ≤ (Real.sin x / x) ^ 2 ∧
      (Real.sin x / x) ^ 2 ≤ 1 - x ^ 2 / 3 + 2 * x ^ 4 / 45 := by
  have P : ∀ (n : ℕ) (c y : ℝ),
      HasDerivAt (fun y : ℝ => y ^ n / c) ((n : ℝ) * y ^ (n - 1) / c) y :=
    fun n c y => (hasDerivAt_pow n y).div_const c
  -- each Taylor bound is the slope of the next one
  have d3 : ∀ y : ℝ, HasDerivAt (fun y : ℝ => Real.sin y - (y - y ^ 3 / 6))
      (Real.cos y - (1 - y ^ 2 / 2)) y := fun y =>
    ((Real.hasDerivAt_sin y).fun_sub ((hasDerivAt_id' y).fun_sub (P 3 6 y))).congr_deriv
      (by norm_num; ring)
  have d4 : ∀ y : ℝ, HasDerivAt (fun y : ℝ => 1 - y ^ 2 / 2 + y ^ 4 / 24 - Real.cos y)
      (Real.sin y - (y - y ^ 3 / 6)) y := fun y =>
    ((((hasDerivAt_const y (1 : ℝ)).fun_sub (P 2 2 y)).fun_add (P 4 24 y)).fun_sub
      (Real.hasDerivAt_cos y)).congr_deriv (by norm_num; ring)
  have d5 : ∀ y : ℝ, HasDerivAt (fun y : ℝ => y - y ^ 3 / 6 + y ^ 5 / 120 - Real.sin y)
      (1 - y ^ 2 / 2 + y ^ 4 / 24 - Real.cos y) y := fun y =>
    ((((hasDerivAt_id' y).fun_sub (P 3 6 y)).fun_add (P 5 120 y)).fun_sub
      (Real.hasDerivAt_sin y)).congr_deriv (by norm_num; ring)
  have d6 : ∀ y : ℝ, HasDerivAt
      (fun y : ℝ => Real.cos y - (1 - y ^ 2 / 2 + y ^ 4 / 24 - y ^ 6 / 720))
      (y - y ^ 3 / 6 + y ^ 5 / 120 - Real.sin y) y := fun y =>
    ((Real.hasDerivAt_cos y).fun_sub ((((hasDerivAt_const y (1 : ℝ)).fun_sub
      (P 2 2 y)).fun_add (P 4 24 y)).fun_sub (P 6 720 y))).congr_deriv (by norm_num; ring)
  have b3 := fun (y : ℝ) (hy : 0 ≤ y) => nonneg_of_slope d3 (by simp)
    (fun z _ => sub_nonneg.mpr (@Real.one_sub_sq_div_two_le_cos z)) hy
  have b4 := fun (y : ℝ) (hy : 0 ≤ y) => nonneg_of_slope d4 (by simp) b3 hy
  have b5 := fun (y : ℝ) (hy : 0 ≤ y) => nonneg_of_slope d5 (by simp) b4 hy
  have b6 := fun (y : ℝ) (hy : 0 ≤ y) => nonneg_of_slope d6 (by simp) b5 hy
  -- the double-angle formula converts cosine bounds into bounds on the squared sine
  have u4 : 0 ≤ 1 - (2 * x) ^ 2 / 2 + (2 * x) ^ 4 / 24 - Real.cos (2 * x) :=
    b4 (2 * x) (by positivity)
  have u6 : 0 ≤ Real.cos (2 * x)
      - (1 - (2 * x) ^ 2 / 2 + (2 * x) ^ 4 / 24 - (2 * x) ^ 6 / 720) :=
    b6 (2 * x) (by positivity)
  rw [Real.cos_two_mul] at u4 u6
  have hsc := Real.sin_sq_add_cos_sq x
  have hx2 : 0 < x ^ 2 := by positivity
  have hq : (Real.sin x / x) ^ 2 * x ^ 2 = Real.sin x ^ 2 := by
    rw [div_pow, div_mul_cancel₀ _ hx2.ne']
  constructor
  · refine le_of_mul_le_mul_right ?_ hx2
    rw [hq]
    nlinarith
  · refine le_of_mul_le_mul_right ?_ hx2
    rw [hq]
    nlinarith
```

The statement is, for $x>0$,
$$1-\frac{x^2}{3}\le\left(\frac{\sin x}{x}\right)^2\le1-\frac{x^2}{3}+\frac{2x^4}{45}.$$
Start from $\cos y\ge1-y^2/2$, which Mathlib supplies. Applying the slope lemma four times gives, for $y\ge0$,
$$\begin{aligned}
\sin y&\ge y-\tfrac{y^3}{6}, & \cos y&\le1-\tfrac{y^2}{2}+\tfrac{y^4}{24},\\
\sin y&\le y-\tfrac{y^3}{6}+\tfrac{y^5}{120}, & \cos y&\ge1-\tfrac{y^2}{2}+\tfrac{y^4}{24}-\tfrac{y^6}{720}.
\end{aligned}$$
The derivatives are `d3` to `d6` and the inequalities are `b3` to `b6`; each inequality is the slope condition for the next.

Now set $y=2x$ and use $\sin^2x=(1-\cos2x)/2$. The two cosine bounds become
$$x^2-\frac{x^4}{3}\le\sin^2x\le x^2-\frac{x^4}{3}+\frac{2x^6}{45},$$
and division by $x^2$ finishes the argument. In Lean the last step is run as a comparison after multiplying by $x^2$, and `nlinarith` does the algebra.

## Lowering at finite momentum

```lean
/-- For a repulsive projector, `v > 0`, and `r, k > 0`, the mean nonlocal energy is
strictly below `v`. -/
theorem nonlocalEnergy_lt {v r k : ℝ} (hv : 0 < v) (hr : 0 < r) (hk : 0 < k) :
    nonlocalEnergy v r k < v := by
  have hx : 0 < k * r := mul_pos hk hr
  rw [nonlocalEnergy, mean_localEnergy v hx.ne', Complex.ofReal_re]
  generalize k * r = x at *
  have hs : Real.sin x ^ 2 < x ^ 2 := by
    rcases le_or_gt x 1 with h | h
    · nlinarith [Real.sin_lt hx, Real.sin_pos_of_pos_of_le_one hx h]
    · nlinarith [Real.sin_sq_add_cos_sq x, sq_nonneg (Real.cos x)]
  have hq : (Real.sin x / x) ^ 2 < 1 := by
    rw [div_pow, div_lt_one (by positivity)]
    exact hs
  nlinarith [mul_lt_mul_of_pos_left hq hv]
```

For $v,r,k>0$ this says $E(k)<v$. It suffices that $\sin^2x<x^2$ for $x=kr>0$. If $x\le1$, then $0<\sin x<x$; if $x>1$, then $\sin^2x\le1<x^2$. These are the two branches of `rcases`. The polynomial upper bound would not do here, since it exceeds 1 for large $x$.

The condition $v>0$ can't be relaxed to $v\ge0$: at $v=0$ both sides are zero and the strict inequality fails. Likewise $k\ge0$ is not enough, because $E(0)=v$.

```lean
/-- For `v ≥ 0` and `r, k > 0`, the energy lowering divided by `k²` is at most `v r²/3`
and falls short of it by at most `2 v r⁴ k²/45`. -/
theorem lowering_bounds {v r k : ℝ} (hv : 0 ≤ v) (hr : 0 < r) (hk : 0 < k) :
    v * (r ^ 2 / 3 - 2 * r ^ 4 * k ^ 2 / 45) ≤ (v - nonlocalEnergy v r k) / k ^ 2 ∧
      (v - nonlocalEnergy v r k) / k ^ 2 ≤ v * (r ^ 2 / 3) := by
  have hx : 0 < k * r := mul_pos hk hr
  have hk2 : 0 < k ^ 2 := by positivity
  obtain ⟨hl, hu⟩ := sWave_weight_bounds hx
  have hl' := mul_le_mul_of_nonneg_left hl hv
  have hu' := mul_le_mul_of_nonneg_left hu hv
  rw [nonlocalEnergy, mean_localEnergy v hx.ne', Complex.ofReal_re]
  generalize (Real.sin (k * r) / (k * r)) ^ 2 = q at *
  constructor
  · rw [le_div_iff₀ hk2]
    linarith
  · rw [div_le_iff₀ hk2]
    linarith
```

The two parts, joined by `∧` ("and"), read
$$v\left(\frac{r^2}{3}-\frac{2r^4k^2}{45}\right)\le\frac{v-E(k)}{k^2}\le\frac{vr^2}{3}.$$
To obtain them, insert $x=kr$ in the weight bounds, multiply by $v\ge0$, subtract from $v$ and divide by $k^2$. The proof names the weight $q$ and clears the denominator with `le_div_iff₀` and `div_le_iff₀`.

Take $v=r=1$ and $k=1/2$. Then $\sin^2(1/2)=(1-\cos1)/2\approx0.22985$, so $E\approx0.22985/0.25\approx0.9194$. The scaled lowering is $(1-E)/0.25\approx0.3224$. The bounds are $1/3-1/90\approx0.3222$ and $1/3\approx0.3333$, and the value lies between them, close to the lower one.

## The limit of small momentum

```lean
/-- On a sphere of radius `r > 0`, the energy lowering `(v - E(k))/k²` tends to
`v r²/3` as `k` tends to zero from above, for either sign of `v`. -/
theorem lowering_tendsto (v : ℝ) {r : ℝ} (hr : 0 < r) :
    Tendsto (fun k => (v - nonlocalEnergy v r k) / k ^ 2) (𝓝[>] 0)
      (𝓝 (v * r ^ 2 / 3)) := by
  -- squeeze at unit strength, then scale by v
  have hc : Continuous (fun k : ℝ => 1 * (r ^ 2 / 3 - 2 * r ^ 4 * k ^ 2 / 45)) := by
    fun_prop
  have hlow : Tendsto (fun k : ℝ => 1 * (r ^ 2 / 3 - 2 * r ^ 4 * k ^ 2 / 45)) (𝓝[>] 0)
      (𝓝 (1 * (r ^ 2 / 3))) :=
    (hc.tendsto' 0 _ (by simp)).mono_left nhdsWithin_le_nhds
  have h1 : Tendsto (fun k => (1 - nonlocalEnergy 1 r k) / k ^ 2) (𝓝[>] 0)
      (𝓝 (1 * (r ^ 2 / 3))) := by
    refine tendsto_of_tendsto_of_tendsto_of_le_of_le' hlow tendsto_const_nhds ?_ ?_
    · filter_upwards [self_mem_nhdsWithin] with k hk
      exact (lowering_bounds zero_le_one hr hk).1
    · filter_upwards [self_mem_nhdsWithin] with k hk
      exact (lowering_bounds zero_le_one hr hk).2
  have h2 := h1.const_mul v
  rw [show v * (1 * (r ^ 2 / 3)) = v * r ^ 2 / 3 by ring] at h2
  refine h2.congr' ?_
  filter_upwards [self_mem_nhdsWithin] with k hk
  have hx : k * r ≠ 0 := (mul_pos (Set.mem_Ioi.mp hk) hr).ne'
  simp only [nonlocalEnergy, mean_localEnergy _ hx, Complex.ofReal_re]
  ring
```

`Tendsto` expresses a limit, and `𝓝[>] 0` means that $k$ approaches zero through positive values. The statement is
$$\lim_{k\to0^+}\frac{v-E(k)}{k^2}=\frac{vr^2}{3}$$
for every real $v$ and every $r>0$.

At $v=1$ the preceding bounds squeeze the quotient between $r^2/3-2r^4k^2/45$ and $r^2/3$, which have the same limit. This is `h1`. Because $E(k)$ is proportional to $v$, multiplying by $v$ gives the general case, `h2`, without any condition on its sign. The closing `congr'` step identifies the scaled quotient with the required one for positive $k$, which is all that the limit looks at. For an attractive projector, $v<0$, the limit is negative: for small $k>0$ the mean nonlocal energy lies above its value $v$ at $k=0$.

```lean
/-- For `r > 0`, the quadratic coefficient of the band energy at small positive `k` is
`1/2 - v r²/3`; the free-electron value is `1/2`. -/
theorem band_coefficient (v : ℝ) {r : ℝ} (hr : 0 < r) :
    Tendsto (fun k => (bandEnergy v r k - bandEnergy v r 0) / k ^ 2) (𝓝[>] 0)
      (𝓝 (1 / 2 - v * r ^ 2 / 3)) := by
  refine ((lowering_tendsto v hr).const_sub (1 / 2)).congr' ?_
  filter_upwards [self_mem_nhdsWithin] with k hk
  have hk2 : k ^ 2 ≠ 0 := pow_ne_zero 2 (Set.mem_Ioi.mp hk).ne'
  have hone : k ^ 2 / k ^ 2 = 1 := div_self hk2
  simp only [bandEnergy, nonlocalEnergy_zero]
  linear_combination (-1 / 2) * hone

end

end NonlocalCoreMomentum
```

Write $B(k)=k^2/2+E(k)$ for `bandEnergy`. Since $B(0)=v$, for $k>0$
$$\frac{B(k)-B(0)}{k^2}=\frac12-\frac{v-E(k)}{k^2}\longrightarrow\frac12-\frac{vr^2}{3}.$$
The proof subtracts the previous limit from $1/2$ and then checks this identity, using `nonlocalEnergy_zero` for $E(0)$.

A local potential of constant value $v$ on the sphere would add the same energy at every $k$ and leave the coefficient at $1/2$. The projector acts only on the s-wave part of the wave, and the weight of that part, $(\sin kr/kr)^2$, falls as $k$ grows from zero until $kr=\pi$. In this model of a single plane wave on a single sphere, a nonlocal core therefore changes the band curvature as well as the band's position. With $v=r=1$ the coefficient drops from $1/2$ to $1/6$.

```lean
#print axioms NonlocalCoreMomentum.sphereMean_planeWave
-- 'NonlocalCoreMomentum.sphereMean_planeWave' depends on axioms: [propext, Classical.choice, Quot.sound]
#print axioms NonlocalCoreMomentum.nonlocalEnergy_lt
-- 'NonlocalCoreMomentum.nonlocalEnergy_lt' depends on axioms: [propext, Classical.choice, Quot.sound]
#print axioms NonlocalCoreMomentum.band_coefficient
-- 'NonlocalCoreMomentum.band_coefficient' depends on axioms: [propext, Classical.choice, Quot.sound]
```
